# Deflation of a symmetric positive definite system: PA is semidefinite, and a solution of PAy = Pb yields the solution of Ax = b

For a real symmetric positive definite matrix A, a matrix Z with linearly independent columns, E = ZᵀAZ and P = I − AZE⁻¹Zᵀ, the matrix PA is symmetric positive semidefinite and its null space is the column space of Z. A vector y solves PAy = Pb exactly when ZE⁻¹Zᵀb + Pᵀy solves Ax = b.

```lean
import Mathlib

open Matrix

namespace DeflatedSolver

noncomputable section

variable {n k : Type*} [Fintype n] [Fintype k] [DecidableEq n] [DecidableEq k]

/-- The columns of the matrix `Z` are linearly independent. -/
def IndepCols (Z : Matrix n k ℝ) : Prop :=
  LinearIndependent ℝ (fun j : k => fun i : n => Z i j)

/-- The coarse matrix `E = Zᵀ A Z`. -/
def coarse (A : Matrix n n ℝ) (Z : Matrix n k ℝ) : Matrix k k ℝ := Zᵀ * A * Z

/-- The coarse correction `Q = Z E⁻¹ Zᵀ`. -/
def correction (A : Matrix n n ℝ) (Z : Matrix n k ℝ) : Matrix n n ℝ :=
  Z * (coarse A Z)⁻¹ * Zᵀ

/-- The deflation matrix `P = 1 - A Z E⁻¹ Zᵀ`. -/
def deflator (A : Matrix n n ℝ) (Z : Matrix n k ℝ) : Matrix n n ℝ :=
  1 - A * correction A Z

/-- The vector `Z E⁻¹ Zᵀ b + Pᵀ y` built from the right-hand side `b` and a vector `y`. -/
def recovered (A : Matrix n n ℝ) (Z : Matrix n k ℝ) (b y : n → ℝ) : n → ℝ :=
  correction A Z *ᵥ b + (deflator A Z)ᵀ *ᵥ y

omit [DecidableEq n] [DecidableEq k] in
/-- For `A` symmetric positive definite and `Z` with independent columns, the coarse matrix
`E = Zᵀ A Z` is symmetric positive definite. -/
theorem coarse_posDef {A : Matrix n n ℝ} {Z : Matrix n k ℝ} (hA : A.PosDef)
    (hZ : IndepCols Z) : (coarse A Z).PosDef := by
  have hs : Aᵀ = A := (conjTranspose_eq_transpose_of_trivial A).symm.trans hA.1.eq
  rw [posDef_iff_dotProduct_mulVec]
  refine ⟨?_, fun x hx => ?_⟩
  · unfold IsHermitian
    rw [conjTranspose_eq_transpose_of_trivial]
    simp [coarse, transpose_mul, hs, Matrix.mul_assoc]
  · -- independent columns: `Z x ≠ 0` for `x ≠ 0`
    have hZx : Z *ᵥ x ≠ 0 := by
      intro h0
      apply hx
      funext j
      unfold IndepCols at hZ
      refine Fintype.linearIndependent_iff.mp hZ x ?_ j
      funext i
      simpa [mulVec, dotProduct, Finset.sum_apply, mul_comm] using congrFun h0 i
    have h := hA.dotProduct_mulVec_pos hZx
    rw [star_trivial] at h ⊢
    -- `xᵀ E x = (Z x)ᵀ A (Z x)`
    rwa [coarse, ← mulVec_mulVec, ← mulVec_mulVec, dotProduct_mulVec, vecMul_transpose]

/-- The coarse correction is symmetric and satisfies `Q A Z = Z` and `Q A Q = Q`. -/
theorem correction_props {A : Matrix n n ℝ} {Z : Matrix n k ℝ} (hA : A.PosDef)
    (hZ : IndepCols Z) :
    (correction A Z)ᵀ = correction A Z ∧ correction A Z * A * Z = Z ∧
      correction A Z * A * correction A Z = correction A Z := by
  have hE := coarse_posDef hA hZ
  have hEs : (coarse A Z)ᵀ = coarse A Z :=
    (conjTranspose_eq_transpose_of_trivial _).symm.trans hE.1.eq
  have hu : IsUnit (coarse A Z).det := (isUnit_iff_isUnit_det _).mp hE.isUnit
  have h2 : correction A Z * A * Z = Z := by
    calc correction A Z * A * Z = Z * ((coarse A Z)⁻¹ * coarse A Z) := by
          simp only [correction, coarse, Matrix.mul_assoc]
      _ = Z := by rw [nonsing_inv_mul _ hu, Matrix.mul_one]
  refine ⟨?_, h2, ?_⟩
  · rw [correction, transpose_mul, transpose_mul, transpose_transpose, transpose_nonsing_inv,
      hEs, Matrix.mul_assoc]
  · calc correction A Z * A * correction A Z
        = correction A Z * A * Z * (coarse A Z)⁻¹ * Zᵀ := by
          simp only [correction, Matrix.mul_assoc]
      _ = correction A Z := by rw [h2, correction]

/-- The deflation matrix is a projector with `P A Z = 0`, `Zᵀ P = 0` and
`P A = A Pᵀ = P A Pᵀ`. -/
theorem deflator_props {A : Matrix n n ℝ} {Z : Matrix n k ℝ} (hA : A.PosDef)
    (hZ : IndepCols Z) :
    deflator A Z * deflator A Z = deflator A Z ∧ deflator A Z * A * Z = 0 ∧
      Zᵀ * deflator A Z = 0 ∧ deflator A Z * A = A * (deflator A Z)ᵀ ∧
      deflator A Z * A = deflator A Z * A * (deflator A Z)ᵀ := by
  have hs : Aᵀ = A := (conjTranspose_eq_transpose_of_trivial A).symm.trans hA.1.eq
  obtain ⟨hQ, hQZ, hQQ⟩ := correction_props hA hZ
  unfold deflator
  generalize correction A Z = Q at hQ hQZ hQQ ⊢
  have hT : (1 - A * Q)ᵀ = 1 - Q * A := by
    rw [transpose_sub, transpose_one, transpose_mul, hQ, hs]
  refine ⟨?_, ?_, ?_, ?_, ?_⟩
  · calc (1 - A * Q) * (1 - A * Q) = 1 - A * Q - A * Q + A * (Q * A * Q) := by noncomm_ring
      _ = 1 - A * Q := by rw [hQQ]; noncomm_ring
  · calc (1 - A * Q) * A * Z = A * Z - A * (Q * A * Z) := by
          simp only [Matrix.sub_mul, Matrix.one_mul, Matrix.mul_assoc]
      _ = 0 := by rw [hQZ, sub_self]
  · -- transpose of `Q A Z = Z`
    have h := congrArg transpose hQZ
    rw [transpose_mul, transpose_mul, hQ, hs] at h
    rw [Matrix.mul_sub, Matrix.mul_one, h, sub_self]
  · rw [hT]
    noncomm_ring
  · rw [hT]
    calc (1 - A * Q) * A = A - A * Q * A - A * Q * A + A * Q * A := by noncomm_ring
      _ = A - A * Q * A - A * Q * A + A * (Q * A * Q) * A := by rw [hQQ]
      _ = (1 - A * Q) * A * (1 - Q * A) := by noncomm_ring

/-- Both the deflated operator `P A` and the difference `A - P A` are symmetric positive
semidefinite. -/
theorem deflated_posSemidef {A : Matrix n n ℝ} {Z : Matrix n k ℝ} (hA : A.PosDef)
    (hZ : IndepCols Z) :
    (deflator A Z * A).PosSemidef ∧ (A - deflator A Z * A).PosSemidef := by
  have hs : Aᵀ = A := (conjTranspose_eq_transpose_of_trivial A).symm.trans hA.1.eq
  obtain ⟨hQ, -, hQQ⟩ := correction_props hA hZ
  obtain ⟨-, -, -, -, h5⟩ := deflator_props hA hZ
  constructor
  · -- `P A = P A Pᵀ` is a congruence of `A`
    have h := hA.posSemidef.mul_mul_conjTranspose_same (deflator A Z)
    rwa [conjTranspose_eq_transpose_of_trivial, ← h5] at h
  · -- `A - P A = (A Q) A (A Q)ᵀ`
    have h := hA.posSemidef.mul_mul_conjTranspose_same (A * correction A Z)
    rw [conjTranspose_eq_transpose_of_trivial, transpose_mul, hQ, hs] at h
    have e : A - deflator A Z * A = A * correction A Z * A * (correction A Z * A) := by
      calc A - deflator A Z * A = A * correction A Z * A := by unfold deflator; noncomm_ring
        _ = A * (correction A Z * A * correction A Z) * A := by rw [hQQ]
        _ = A * correction A Z * A * (correction A Z * A) := by noncomm_ring
    rw [e]
    exact h

/-- The null space of `P A` is exactly the column space of `Z`. -/
theorem deflated_kernel {A : Matrix n n ℝ} {Z : Matrix n k ℝ} (hA : A.PosDef)
    (hZ : IndepCols Z) (y : n → ℝ) :
    (deflator A Z * A) *ᵥ y = 0 ↔ ∃ c : k → ℝ, y = Z *ᵥ c := by
  have hs : Aᵀ = A := (conjTranspose_eq_transpose_of_trivial A).symm.trans hA.1.eq
  obtain ⟨hQ, -, -⟩ := correction_props hA hZ
  obtain ⟨-, h2, -, h4, -⟩ := deflator_props hA hZ
  constructor
  · intro h
    rw [h4, ← mulVec_mulVec] at h
    -- `A Pᵀ y = 0` forces `Pᵀ y = 0`, that is `y = Q A y`
    have h0 : (deflator A Z)ᵀ *ᵥ y = 0 := by
      by_contra hne
      have hp := hA.dotProduct_mulVec_pos hne
      rw [h, dotProduct_zero] at hp
      exact lt_irrefl _ hp
    rw [deflator, transpose_sub, transpose_one, transpose_mul, hQ, hs, sub_mulVec,
      one_mulVec, sub_eq_zero] at h0
    refine ⟨((coarse A Z)⁻¹ * Zᵀ * A) *ᵥ y, h0.trans ?_⟩
    simp only [correction, mulVec_mulVec, Matrix.mul_assoc]
  · rintro ⟨c, rfl⟩
    rw [mulVec_mulVec, h2, zero_mulVec]

/-- For any symmetric `A` and `Q`, the residual of `Q b + (1 - A Q)ᵀ y` in `A x = b` equals
`1 - A Q` applied to the residual `b - A y`. -/
theorem residual_identity {A Q : Matrix n n ℝ} (hA : Aᵀ = A) (hQ : Qᵀ = Q) (b y : n → ℝ) :
    b - A *ᵥ (Q *ᵥ b + (1 - A * Q)ᵀ *ᵥ y) = (1 - A * Q) *ᵥ (b - A *ᵥ y) := by
  rw [transpose_sub, transpose_one, transpose_mul, hQ, hA]
  simp only [mulVec_add, mulVec_sub, sub_mulVec, one_mulVec, ← mulVec_mulVec]
  abel

/-- Deflated solver: `E` is invertible, `P A` is symmetric positive semidefinite, `P A Z = 0`,
and `y` solves `P A y = P b` if and only if `Z E⁻¹ Zᵀ b + Pᵀ y` solves `A x = b`. -/
theorem deflated_solver {A : Matrix n n ℝ} {Z : Matrix n k ℝ} (hA : A.PosDef)
    (hZ : IndepCols Z) :
    IsUnit (coarse A Z) ∧ (deflator A Z * A).PosSemidef ∧ deflator A Z * A * Z = 0 ∧
      ∀ b y : n → ℝ,
        (deflator A Z * A) *ᵥ y = deflator A Z *ᵥ b ↔ A *ᵥ recovered A Z b y = b := by
  have hs : Aᵀ = A := (conjTranspose_eq_transpose_of_trivial A).symm.trans hA.1.eq
  refine ⟨(coarse_posDef hA hZ).isUnit, (deflated_posSemidef hA hZ).1,
    (deflator_props hA hZ).2.1, fun b y => ?_⟩
  -- the true residual equals the deflated residual
  have r : b - A *ᵥ recovered A Z b y = deflator A Z *ᵥ (b - A *ᵥ y) :=
    residual_identity hs (correction_props hA hZ).1 b y
  rw [mulVec_sub, mulVec_mulVec] at r
  constructor
  · intro h
    rw [h, sub_self] at r
    exact (sub_eq_zero.mp r).symm
  · intro h
    rw [h, sub_self] at r
    exact (sub_eq_zero.mp r.symm).symm

/-- If `A x = b`, the solutions of the deflated system `P A y = P b` are exactly the vectors
`x + Z c`. -/
theorem deflated_solution_set {A : Matrix n n ℝ} {Z : Matrix n k ℝ} (hA : A.PosDef)
    (hZ : IndepCols Z) {x b : n → ℝ} (hx : A *ᵥ x = b) (y : n → ℝ) :
    (deflator A Z * A) *ᵥ y = deflator A Z *ᵥ b ↔ ∃ c : k → ℝ, y = x + Z *ᵥ c := by
  subst hx
  rw [mulVec_mulVec, ← sub_eq_zero, ← mulVec_sub, deflated_kernel hA hZ]
  simp only [sub_eq_iff_eq_add']

end

end DeflatedSolver
```

```lean
#print axioms DeflatedSolver.deflated_posSemidef
#print axioms DeflatedSolver.deflated_solver
#print axioms DeflatedSolver.deflated_solution_set
```

```
'DeflatedSolver.deflated_posSemidef' depends on axioms: [propext, Classical.choice, Quot.sound]
'DeflatedSolver.deflated_solver' depends on axioms: [propext, Classical.choice, Quot.sound]
'DeflatedSolver.deflated_solution_set' depends on axioms: [propext, Classical.choice, Quot.sound]
```

## What the theorems state

Rows and columns of A are labelled by a finite index set `n`, and the columns of Z by a finite index set `k`, so A is n×n and Z is n×k. Vectors are functions `n → ℝ`, `*ᵥ` is the matrix–vector product and `1` is the identity matrix I. The definitions name four objects:

E = ZᵀAZ (`coarse`)
Q = ZE⁻¹Zᵀ (`correction`)
P = I − AQ (`deflator`)
x(b, y) = Qb + Pᵀy (`recovered`)

Every theorem except `residual_identity`, which needs only symmetric A and Q, has two hypotheses; most of the docstrings do not repeat them. `A.PosDef` says that A is symmetric and that vᵀAv > 0 for every v ≠ 0; in Mathlib both `PosDef` and `PosSemidef` include symmetry. `IndepCols Z` says that the columns j ↦ (Z i j) are linearly independent, with no orthogonality or normalisation required.

Under these hypotheses `deflated_solver` gives four things: E is invertible, PA is symmetric positive semidefinite, PAZ = 0, and for all b and y the equation PAy = Pb holds if and only if A x(b, y) = b. `deflated_posSemidef` adds that A − PA is semidefinite too, so 0 ≤ vᵀPAv ≤ vᵀAv for every v. `deflated_kernel` identifies the null space of PA with the vectors Zc, where c has one component per column of Z. `deflated_solution_set` says that, given x with Ax = b, the deflated system is solved by the vectors x + Zc and by no others.

## What it models

The system Ax = b is split in two. The part Qb comes from a small dense solve with E in the span of Z, and the rest comes from the system PAy = Pb (singular as soon as Z has at least one column), which is left to an iterative method such as conjugate gradients. Systems of this type occur in static linear response about a minimum of the energy whose Hessian is positive definite (no zero modes), where A is that Hessian in a finite real basis and Z may collect approximate soft modes; the result applies there in exact arithmetic and for real matrices only.

The theorems are algebraic statements about P and about exact solutions y. No iteration is defined, so nothing is stated about convergence rates, rounding, or an inexact solve with E. Complex Hermitian matrices are not covered.

## Why it is true

**E is positive definite.** It is symmetric because A is, and for c ≠ 0 independence gives Zc ≠ 0, so

cᵀEc = (Zc)ᵀA(Zc) > 0.

In `coarse_posDef` the step `hZx` derives Zc ≠ 0 from `Fintype.linearIndependent_iff`, and the closing `rwa` moves Zᵀ across the dot product.

**Three properties of Q.** Since E is symmetric, so is E⁻¹, and Qᵀ = Q. Further,

QAZ = ZE⁻¹(ZᵀAZ) = Z,
QAQ = (QAZ)E⁻¹Zᵀ = ZE⁻¹Zᵀ = Q.

These are the three parts of `correction_props`; `nonsing_inv_mul` supplies E⁻¹E = I from the invertibility of the determinant, `hu`.

**Properties of P.** Symmetry of A and Q gives Pᵀ = I − QA (`hT`). Then

P² = I − 2AQ + A(QAQ) = I − AQ = P,
PAZ = AZ − A(QAZ) = 0,
ZᵀP = Zᵀ − ZᵀAQ = 0,
PA = A − AQA = A(I − QA) = APᵀ,
PAPᵀ = A − 2AQA + A(QAQ)A = A − AQA = PA.

The third line uses the transpose of QAZ = Z. These are the five parts of `deflator_props`, in the same order.

**Semidefiniteness.** For any square B, vᵀ(BABᵀ)v = (Bᵀv)ᵀA(Bᵀv) ≥ 0, and BABᵀ is symmetric; this is `mul_mul_conjTranspose_same`. The choice B = P gives PA. The choice B = AQ gives

(AQ)A(AQ)ᵀ = A(QAQ)A = AQA = A − PA.

**Null space.** If y = Zc then PAy = PAZc = 0. Conversely PAy = 0 reads A(Pᵀy) = 0, and a non-zero w = Pᵀy would give 0 < wᵀAw = 0. So Pᵀy = 0, which is y = QAy = Zc with c = E⁻¹ZᵀAy, the witness written out in `deflated_kernel`.

**Residual.** For any symmetric A and Q,

b − A(Qb + (I − QA)y) = b − AQb − Ay + AQAy = (I − AQ)(b − Ay).

`residual_identity` expands both sides with `simp only` and matches the four terms with `abel`. With Q the coarse correction it says b − A x(b, y) = Pb − PAy, so one side vanishes exactly when the other does, which is the equivalence in `deflated_solver`.

**Solution set.** With b = Ax, the deflated system is PA(y − x) = 0, and the null space result gives y − x = Zc.

## The algebra in a non-commutative ring

In `deflator_props` the line `generalize correction A Z = Q` replaces the correction by an arbitrary square matrix about which only Qᵀ = Q, QAZ = Z and QAQ = Q are known. The products of A and Q then live in the ring of n×n matrices, where `noncomm_ring` multiplies out and collects terms without commuting factors. It makes no use of `hQQ`, so the two `calc` chains for P² = P and PA = PAPᵀ each contain a line with `Q * A * Q` in its own brackets, as in `A * (Q * A * Q)`; `rw [hQQ]` collapses that factor to `Q`, and `noncomm_ring` links the line to the unexpanded product. The bracketing matters because Lean reads AQAQ as ((AQ)A)Q, in which that factor is not a subterm. Steps that contain the rectangular Z fall outside the ring and use `Matrix.sub_mul`, `Matrix.mul_sub` and `Matrix.mul_assoc` directly.

## Small cases

The following examples are worked on paper and are not part of the file. When `k` is empty, Q = 0 and P = I, and the deflated system is Ax = b itself. When Z is square and invertible, Q = A⁻¹ and P = 0, every y solves the deflated system, and x(b, y) = A⁻¹b.

Between these, take components 0 and 1, A with rows (2, 1) and (1, 2), and Z the single column (1, 0)ᵀ. Then E = 2, Q = diag(1/2, 0), P has rows (0, 0) and (−1/2, 1), and PA = diag(0, 3/2). The deflated system leaves y₀ free and fixes

y₁ = (2b₁ − b₀)/3.

The recovered vector is (b₀/2 − y₁/2, y₁) = ((2b₀ − b₁)/3, (2b₁ − b₀)/3), which is A⁻¹b.

## Without the hypotheses

Keep Z = (1, 0)ᵀ and take A with rows (1, 1) and (0, 1). It has vᵀAv = v₀² + v₀v₁ + v₁² > 0 for v ≠ 0 but is not symmetric. Here E = 1, Q = diag(1, 0) and P = PA = diag(0, 1), so the deflated system gives y₁ = b₁ and x(b, y) = (b₀, b₁). Then A x(b, y) = (b₀ + b₁, b₁), which differs from b whenever b₁ ≠ 0. For the symmetric but indefinite A = diag(1, −1) and the same Z, PA = diag(0, −1) is not positive semidefinite. For dependent columns, take A = (1) and Z = (1 1): E has all four entries equal to 1 and is singular, Mathlib's `⁻¹` returns the zero matrix, so P = I and PAZ = Z ≠ 0.
